# A normalised state of Schmidt rank at most D has squared overlap at most D/2^W with W Bell pairs across the cut

Let $W$ Bell pairs be shared between the left and right halves of a system of $2W$ qubits, one partner of each pair on either side. Any normalised pure state of the same qubits whose Schmidt rank across this cut is at most $D$ has squared overlap at most $D/2^W$ with the Bell pairs. A normalised matrix product state with open boundaries that reaches squared overlap $F$ therefore needs a bond dimension $D \ge F\,2^W$ at the cut, which for fixed $F>0$ grows exponentially with $W$. For matrix product state simulations whose site ordering keeps the two halves on either side of one bond, this is a lower bound on the dimension of that bond for one idealised target, in which the pairs crossing the cut are independent and maximally entangled.

A pure state of two halves is written $|\psi\rangle=\sum_{i,j}B_{ij}\,|i\rangle|j\rangle$, and everything below concerns its coefficient matrix $B$. The rank of $B$ is the Schmidt rank of the state. In the code, `m` and `n` are finite index sets for the basis states of the two halves; they may differ in size, because the argument will use rectangular matrices.

```lean
import Mathlib

open Matrix

namespace BellPairBondDimension

noncomputable section

variable {m n : Type*} [Fintype m] [Fintype n]
```

## The Bell pairs as a coefficient matrix

One Bell pair $(|00\rangle+|11\rangle)/\sqrt2$ has amplitude $1/\sqrt2$ when its two bits $a$ and $b$ agree, and zero otherwise.

```lean
/-- Amplitudes of one Bell pair `(|00⟩ + |11⟩)/√2`. -/
def bellPair (a b : Fin 2) : ℂ := if a = b then ((Real.sqrt 2 : ℝ) : ℂ)⁻¹ else 0
```

For $W$ pairs, the basis states of each side are bit strings $a=(a_k)$ and $b=(b_k)$ of length $W$. The type `Fin W → Fin 2` is the set of these $2^W$ strings. Since the pairs are independent, their amplitudes multiply:
$$\Phi_{ab}=\prod_{k}\beta_{a_kb_k},$$
where $\beta$ is the amplitude matrix of one pair, `bellPair` in the code, and $\Phi$ is `bellPairs W`.

```lean
/-- Coefficient matrix of `W` Bell pairs across a cut: rows and columns are the bit strings
on the two sides, and the amplitudes of the pairs multiply. -/
def bellPairs (W : ℕ) : Matrix (Fin W → Fin 2) (Fin W → Fin 2) ℂ :=
  fun a b => ∏ k, bellPair (a k) (b k)
```

The overlap is the usual inner product, conjugate-linear in its first argument,
$$\langle A|B\rangle=\sum_{i,j}\overline{A_{ij}}\,B_{ij}.$$

```lean
/-- Overlap `⟨A|B⟩` of two bipartite states given by their coefficient matrices. -/
def overlap (A B : Matrix m n ℂ) : ℂ := ∑ i, ∑ j, star (A i j) * B i j
```

The squared norm of the state is the squared Frobenius norm of its matrix, $\|A\|^2=\sum_{i,j}|A_{ij}|^2$. Normalisation means `frobSq A = 1`.

```lean
/-- Squared Frobenius norm of a coefficient matrix, the squared norm of the state. -/
def frobSq (A : Matrix m n ℂ) : ℝ := ∑ i, ∑ j, ‖A i j‖ ^ 2
```

If $a=b$, each of the $W$ factors in $\Phi_{ab}$ is $1/\sqrt2$, and the product is $2^{-W/2}$. If $a\ne b$, the strings differ in some bit $k$; that factor is zero and so is the product. Hence
$$\Phi=2^{-W/2}\,\mathbb 1 .$$
The proof makes the same case distinction, entry by entry.

```lean
/-- The coefficient matrix of `W` Bell pairs is `2^(-W/2)` times the identity. -/
theorem bellPairs_eq (W : ℕ) :
    bellPairs W = (((Real.sqrt 2 : ℝ) : ℂ)⁻¹ ^ W) • (1 : Matrix _ _ ℂ) := by
  ext a b
  by_cases h : a = b
  · subst h
    simp [bellPairs, bellPair]
  · -- one mismatched bit makes the whole product vanish
    obtain ⟨k, hk⟩ := Function.ne_iff.mp h
    rw [Matrix.smul_apply, Matrix.one_apply_ne h, smul_zero]
    show ∏ k, bellPair (a k) (b k) = 0
    exact Finset.prod_eq_zero (Finset.mem_univ k) (by simp [bellPair, hk])
```

The code writes the prefactor as $(1/\sqrt2)^W$. Its squared modulus is $(1/2)^W=1/2^W$.

```lean
/-- The squared modulus of the amplitude `2^(-W/2)` is `1/2^W`. -/
theorem amplitude_sq (W : ℕ) :
    ‖((Real.sqrt 2 : ℝ) : ℂ)⁻¹ ^ W‖ ^ 2 = ((2 : ℝ) ^ W)⁻¹ := by
  rw [norm_pow, norm_inv, Complex.norm_real, Real.norm_of_nonneg (Real.sqrt_nonneg 2),
    ← pow_mul, mul_comm, pow_mul, inv_pow, Real.sq_sqrt (by norm_num), inv_pow]
```

The matrix has $2^W$ diagonal entries, each contributing $1/2^W$ to the squared norm, so $\|\Phi\|^2=1$.

```lean
/-- The state of `W` Bell pairs is normalised. -/
theorem frobSq_bellPairs (W : ℕ) : frobSq (bellPairs W) = 1 := by
  have h : ∀ a b, ‖bellPairs W a b‖ ^ 2 = if a = b then ((2 : ℝ) ^ W)⁻¹ else 0 := by
    intro a b
    rw [bellPairs_eq, Matrix.smul_apply, Matrix.one_apply, smul_eq_mul]
    split_ifs
    · rw [mul_one, amplitude_sq]
    · simp
  simp [frobSq, h]
```

## Overlaps as traces, and Cauchy-Schwarz

Since $(A^\dagger)_{ji}=\overline{A_{ij}}$, the overlap is a trace:
$$\operatorname{tr}(A^\dagger B)=\sum_j\sum_i\overline{A_{ij}}\,B_{ij}=\langle A|B\rangle .$$
The two sides differ only in the order of summation.

```lean
/-- The overlap is the Hilbert-Schmidt product `tr(A† B)`. -/
theorem overlap_eq_trace (A B : Matrix m n ℂ) : overlap A B = trace (Aᴴ * B) := by
  simp only [overlap, trace, diag_apply, mul_apply, conjTranspose_apply]
  exact Finset.sum_comm
```

Setting $B=A$ gives $\|A\|^2=\operatorname{tr}(A^\dagger A)$. The left side is a real number and the right side a complex one, so the Lean statement regards the norm as a complex number.

```lean
/-- The squared norm of a state is `tr(A† A)`. -/
theorem frobSq_eq_trace (A : Matrix m n ℂ) : ((frobSq A : ℝ) : ℂ) = trace (Aᴴ * A) := by
  rw [← overlap_eq_trace]
  simp only [frobSq, overlap, Complex.ofReal_sum, Complex.ofReal_pow]
  exact Finset.sum_congr rfl fun i _ => Finset.sum_congr rfl fun j _ =>
    (Complex.conj_mul' _).symm
```

The triangle inequality followed by the Cauchy-Schwarz inequality for real sums over the pairs $p=(i,j)$ gives
$$|\langle A|B\rangle|^2\le\Big(\sum_p|A_p|\,|B_p|\Big)^2\le\sum_p|A_p|^2\,\sum_p|B_p|^2=\|A\|^2\,\|B\|^2 .$$
The `calc` block follows this chain.

```lean
/-- Cauchy-Schwarz inequality for the overlap of two bipartite states. -/
theorem overlap_sq_le (A B : Matrix m n ℂ) :
    ‖overlap A B‖ ^ 2 ≤ frobSq A * frobSq B := by
  have h1 : ‖overlap A B‖ ≤ ∑ p : m × n, ‖A p.1 p.2‖ * ‖B p.1 p.2‖ := by
    unfold overlap
    rw [← Fintype.sum_prod_type' (fun i j => star (A i j) * B i j)]
    refine (norm_sum_le _ _).trans (le_of_eq ?_)
    exact Finset.sum_congr rfl fun p _ => by rw [norm_mul, norm_star]
  calc ‖overlap A B‖ ^ 2 ≤ (∑ p : m × n, ‖A p.1 p.2‖ * ‖B p.1 p.2‖) ^ 2 := by gcongr
    _ ≤ (∑ p : m × n, ‖A p.1 p.2‖ ^ 2) * ∑ p : m × n, ‖B p.1 p.2‖ ^ 2 :=
        Finset.sum_mul_sq_le_sq_mul_sq _ _ _
    _ = frobSq A * frobSq B := by simp only [frobSq, Fintype.sum_prod_type]
```

## Where the rank enters

Applied directly to $\Phi$ and $B$, Cauchy-Schwarz gives only the trivial bound 1. To bring in the rank, let $r=\operatorname{rank}B$ for a square matrix $B$, and choose an orthonormal basis $u_1,\dots,u_r$ of its column space. Put these vectors into the columns of a matrix $U$, so that $U_{ik}=(u_k)_i$. Orthonormality reads $U^\dagger U=\mathbb 1_r$. Each column $v$ of $B$ lies in the span, so $v=\sum_k\langle u_k|v\rangle\,u_k$. For column $j$ and component $i$ this says
$$B_{ij}=\sum_k U_{ik}\,(U^\dagger B)_{kj},\qquad\text{that is}\qquad U U^\dagger B=B .$$

In the proof, `S` is the column space placed in Euclidean space, where an inner product is available, and `b` is its orthonormal basis, labelled by `Fin B.rank`. The first bullet checks $U^\dagger U=\mathbb 1$. The second takes column `j` as the vector `v`, expands it with `b.sum_repr'`, and reads off component `i` through the linear map `φ`.

```lean
/-- The column space of `B` is spanned by `rank B` orthonormal vectors, the columns of an
isometry `U` whose projector `U U†` leaves `B` unchanged. -/
theorem exists_isometry [DecidableEq n] (B : Matrix n n ℂ) :
    ∃ U : Matrix n (Fin B.rank) ℂ, Uᴴ * U = 1 ∧ U * (Uᴴ * B) = B := by
  let e := (WithLp.linearEquiv 2 ℂ (n → ℂ)).symm
  let S : Submodule ℂ (EuclideanSpace ℂ n) := (LinearMap.range B.mulVecLin).map e.toLinearMap
  have hS : Module.finrank ℂ S = B.rank := LinearEquiv.finrank_map_eq e _
  let b := (stdOrthonormalBasis ℂ S).reindex (finCongr hS)
  have hin : ∀ x y : EuclideanSpace ℂ n, inner ℂ x y = ∑ i, star (x i) * y i := by
    intro x y
    simp [PiLp.inner_apply, mul_comm]
  refine ⟨Matrix.of fun i k => (b k : EuclideanSpace ℂ n) i, ?_, ?_⟩
  · ext k l
    rw [Matrix.mul_apply, Matrix.one_apply, ← orthonormal_iff_ite.mp b.orthonormal k l,
      Submodule.coe_inner, hin]
    rfl
  · -- expand column `j` of `B` in the orthonormal basis and read off component `i`
    ext i j
    let v : S := ⟨WithLp.toLp 2 (fun l => B l j), Submodule.mem_map.mpr
      ⟨fun l => B l j, ⟨Pi.single j 1, by ext l; simp⟩, rfl⟩⟩
    let φ : S →ₗ[ℂ] ℂ := (LinearMap.proj i) ∘ₗ e.symm.toLinearMap ∘ₗ S.subtype
    have h := congrArg φ (b.sum_repr' v)
    rw [map_sum] at h
    simp only [map_smul, smul_eq_mul, Submodule.coe_inner, hin] at h
    have hv : φ v = B i j := rfl
    rw [Matrix.mul_apply, ← hv, ← h]
    refine Finset.sum_congr rfl fun k _ => (mul_comm _ _).trans ?_
    rw [Matrix.mul_apply]
    rfl
```

Now write the trace of $B$ as an overlap of two $r\times n$ matrices, where $n$ is the size of $B$:
$$\operatorname{tr}B=\operatorname{tr}(U\,U^\dagger B)=\langle U^\dagger|U^\dagger B\rangle .$$
Their squared norms are
$$\|U^\dagger\|^2=\operatorname{tr}(UU^\dagger)=\operatorname{tr}(U^\dagger U)=r,$$
$$\|U^\dagger B\|^2=\operatorname{tr}(B^\dagger UU^\dagger B)=\operatorname{tr}(B^\dagger B)=\|B\|^2 .$$
Cauchy-Schwarz then yields
$$|\operatorname{tr}B|^2\le r\,\|B\|^2 .$$
The steps `h1` and `h2` are the two norms, and `h3` is the Cauchy-Schwarz inequality. No singular value decomposition is needed, and $B$ need not be Hermitian or diagonalisable.

```lean
/-- The squared modulus of the trace is at most the rank times the squared Frobenius norm. -/
theorem trace_sq_le_rank [DecidableEq n] (B : Matrix n n ℂ) :
    ‖trace B‖ ^ 2 ≤ B.rank * frobSq B := by
  obtain ⟨U, hU, hB⟩ := exists_isometry B
  have h1 : frobSq Uᴴ = B.rank := by
    have h : ((frobSq Uᴴ : ℝ) : ℂ) = (B.rank : ℂ) := by
      rw [frobSq_eq_trace, conjTranspose_conjTranspose, trace_mul_comm, hU, trace_one,
        Fintype.card_fin]
    exact_mod_cast h
  have h2 : frobSq (Uᴴ * B) = frobSq B := by
    have h : ((frobSq (Uᴴ * B) : ℝ) : ℂ) = ((frobSq B : ℝ) : ℂ) := by
      rw [frobSq_eq_trace, frobSq_eq_trace, conjTranspose_mul, conjTranspose_conjTranspose,
        Matrix.mul_assoc, hB]
    exact_mod_cast h
  have h3 := overlap_sq_le Uᴴ (Uᴴ * B)
  rwa [overlap_eq_trace, conjTranspose_conjTranspose, hB, h1, h2] at h3
```

## The bound on the overlap

Because $\Phi$ is a multiple of the identity, its overlap with any $B$ is a multiple of the trace: $\langle\Phi|B\rangle=2^{-W/2}\operatorname{tr}B$. Therefore
$$|\langle\Phi|B\rangle|^2=\frac{|\operatorname{tr}B|^2}{2^W}.$$

```lean
/-- The squared overlap of `B` with `W` Bell pairs is `|tr B|²/2^W`. -/
theorem overlap_bellPairs_sq (W : ℕ) (B : Matrix (Fin W → Fin 2) (Fin W → Fin 2) ℂ) :
    ‖overlap (bellPairs W) B‖ ^ 2 = ‖trace B‖ ^ 2 / 2 ^ W := by
  rw [overlap_eq_trace, bellPairs_eq, conjTranspose_smul, conjTranspose_one, Matrix.smul_mul,
    Matrix.one_mul, trace_smul, norm_smul, norm_star, mul_pow, amplitude_sq]
  ring
```

For $\|B\|=1$ and $\operatorname{rank}B\le D$, the trace inequality gives $|\operatorname{tr}B|^2\le\operatorname{rank}B\le D$, and so
$$|\langle\Phi|B\rangle|^2\le\frac{D}{2^W}.$$
In the theorem, `hB` is the normalisation and `hD` the limit on the Schmidt rank. Nothing else is assumed about $B$: its entries may be any complex numbers, and it need not resemble a product of pairs.

```lean
/-- A normalised state whose coefficient matrix has rank at most `D` has squared overlap at
most `D/2^W` with `W` Bell pairs across the cut. -/
theorem bellPairs_overlap_le {W D : ℕ} (B : Matrix (Fin W → Fin 2) (Fin W → Fin 2) ℂ)
    (hB : frobSq B = 1) (hD : B.rank ≤ D) :
    ‖overlap (bellPairs W) B‖ ^ 2 ≤ (D : ℝ) / 2 ^ W := by
  have h := trace_sq_le_rank B
  rw [hB, mul_one] at h
  have hD' : (B.rank : ℝ) ≤ D := by exact_mod_cast hD
  rw [overlap_bellPairs_sq]
  have h' := h.trans hD'
  gcongr
```

## The bond dimension

Cut an open-boundary matrix product state at one bond of dimension $D$. Contracting all tensors to the left of the bond gives a matrix $L$ with $D$ columns, contracting those to the right gives a matrix $R$ with $D$ rows, and the state is
$$B_{ab}=\sum_{\alpha=1}^{D}L_{a\alpha}R_{\alpha b}.$$
Thus $\operatorname{rank}B\le\operatorname{rank}L\le D$. If the squared overlap is at least $F$, then $F\le D/2^W$, or
$$F\,2^W\le D .$$
For $F=0.9$ and $W=10$, for instance, $D$ must be at least 922.

The theorem takes `L` and `R` as arbitrary matrices with inner index `Fin D`, and asks only that their product be normalised. It uses no information about the tensors inside each half, so it holds however they are chosen. It constrains the bond at this particular cut; under a different ordering of the sites, fewer pairs may cross a given bond. The two halves contain the partners of the $W$ pairs and no further sites, and both states are pure.

```lean
/-- If a normalised state with bond dimension `D` at the cut, `B = L R`, reaches squared
overlap at least `F` with `W` Bell pairs, then `D` is at least `F · 2^W`. -/
theorem bondDimension_ge {W D : ℕ} {F : ℝ} (L : Matrix (Fin W → Fin 2) (Fin D) ℂ)
    (R : Matrix (Fin D) (Fin W → Fin 2) ℂ) (hLR : frobSq (L * R) = 1)
    (hF : F ≤ ‖overlap (bellPairs W) (L * R)‖ ^ 2) : F * 2 ^ W ≤ D := by
  have hr : (L * R).rank ≤ D := by
    have h := (rank_mul_le_left L R).trans (rank_le_card_width L)
    rwa [Fintype.card_fin] at h
  exact (le_div_iff₀ (by positivity)).mp (hF.trans (bellPairs_overlap_le _ hLR hr))
```

## States that attain the bound

Choose a nonempty set $s$ of bit strings and keep only the matching terms $|a\rangle|a\rangle$ with $a\in s$, at equal weight:
$$|\psi_s\rangle=\frac1{\sqrt{|s|}}\sum_{a\in s}|a\rangle|a\rangle .$$
The coefficient matrix is diagonal, with entry $1/\sqrt{|s|}$ for $a\in s$ and zero elsewhere.

```lean
/-- Equal-weight superposition of the matching bit strings in a nonempty set `s`. -/
def truncated {W : ℕ} (s : Finset (Fin W → Fin 2)) :
    Matrix (Fin W → Fin 2) (Fin W → Fin 2) ℂ :=
  diagonal fun a => if a ∈ s then ((Real.sqrt s.card : ℝ) : ℂ)⁻¹ else 0
```

This matrix has $|s|$ nonzero diagonal entries. Its squared norm is $|s|\cdot 1/|s|=1$, its rank is $|s|$, and its trace is $|s|/\sqrt{|s|}=\sqrt{|s|}$. The squared overlap with the Bell pairs is therefore exactly $|s|/2^W$. Since $s$ can have any size from $1$ to $2^W$, the bound $D/2^W$ is attained for every $D$ in that range. At $D=2^W$ the set contains all bit strings and the state is the Bell pairs themselves.

The three parts of the proof establish the norm, the rank and the overlap in that order. The rank comes from counting nonzero diagonal entries, and the overlap from the trace formula above.

```lean
/-- The bound is attained: for nonempty `s` the truncated state is normalised, has rank `|s|`,
and has squared overlap exactly `|s|/2^W` with `W` Bell pairs. -/
theorem truncated_attains {W : ℕ} (s : Finset (Fin W → Fin 2)) (hs : s.Nonempty) :
    frobSq (truncated s) = 1 ∧ (truncated s).rank = s.card ∧
      ‖overlap (bellPairs W) (truncated s)‖ ^ 2 = (s.card : ℝ) / 2 ^ W := by
  have hpos : (0 : ℝ) < s.card := by exact_mod_cast hs.card_pos
  have hc : ((Real.sqrt s.card : ℝ) : ℂ)⁻¹ ≠ 0 :=
    inv_ne_zero (Complex.ofReal_ne_zero.mpr (Real.sqrt_pos.mpr hpos).ne')
  have hn : ‖((Real.sqrt s.card : ℝ) : ℂ)⁻¹‖ ^ 2 = (s.card : ℝ)⁻¹ := by
    rw [norm_inv, Complex.norm_real, Real.norm_of_nonneg (Real.sqrt_nonneg _), inv_pow,
      Real.sq_sqrt hpos.le]
  unfold truncated
  generalize ((Real.sqrt s.card : ℝ) : ℂ)⁻¹ = c at hc hn ⊢
  refine ⟨?_, ?_, ?_⟩
  · have h : ∀ a b, ‖diagonal (fun a => if a ∈ s then c else 0) a b‖ ^ 2 =
        if a = b then (if a ∈ s then (s.card : ℝ)⁻¹ else 0) else 0 := by
      intro a b
      rw [diagonal_apply]
      split_ifs
      · exact hn
      · simp
      · simp
    simp only [frobSq, h, Finset.sum_ite_eq, Finset.mem_univ, if_true, Finset.sum_ite_mem,
      Finset.univ_inter, Finset.sum_const, nsmul_eq_mul]
    exact mul_inv_cancel₀ hpos.ne'
  · classical
    rw [rank_diagonal, Fintype.card_subtype]
    congr 1
    ext a
    simp [hc]
  · rw [overlap_bellPairs_sq, trace_diagonal, Finset.sum_ite_mem, Finset.univ_inter,
      Finset.sum_const, nsmul_eq_mul, norm_mul, mul_pow, hn, Complex.norm_natCast]
    field_simp

end

end BellPairBondDimension
```

```lean
#print axioms BellPairBondDimension.frobSq_bellPairs
#print axioms BellPairBondDimension.bellPairs_overlap_le
#print axioms BellPairBondDimension.bondDimension_ge
#print axioms BellPairBondDimension.truncated_attains
```

```
'BellPairBondDimension.frobSq_bellPairs' depends on axioms: [propext, Classical.choice, Quot.sound]
'BellPairBondDimension.bellPairs_overlap_le' depends on axioms: [propext, Classical.choice, Quot.sound]
'BellPairBondDimension.bondDimension_ge' depends on axioms: [propext, Classical.choice, Quot.sound]
'BellPairBondDimension.truncated_attains' depends on axioms: [propext, Classical.choice, Quot.sound]
```
